# On a single spin level, the spherical tensors of rank zero are exactly the multiples of the identity

The theorem `rank_zero_iff` concerns one level of spin j = n/2, where operators are complex matrices of size n + 1 and ħ = 1. It says that a family `T` satisfies Racah's commutation relations for rank 0 if and only if its component `T 0` is a complex multiple of the identity; the other members of the family are left free. For the forward direction, the attempt uses the vanishing commutator with `Jz`, whose eigenvalues are distinct, to show that `T 0` is diagonal. The vanishing commutator with J₊, which connects neighbouring states, then makes all diagonal entries equal by induction. The converse is left to `simp`, after noting that q = 0 is the only component in range.

This version doesn't compile in Lean 4 with Mathlib:

```lean
import Mathlib

open Matrix

namespace RankZeroIff

noncomputable section

/-- The ladder matrix element `√(b (2j + 1 - b))` between the states number `b - 1` and `b`
of a spin with `2j = n`, counted downwards from `m = j`. -/
def step (n b : ℕ) : ℝ := √((b : ℝ) * (n + 1 - b))

/-- The matrix of `Jz` for spin `j = n/2`; state number `a` has `m = n/2 - a`. -/
def Jz (n : ℕ) : Matrix (Fin (n + 1)) (Fin (n + 1)) ℂ :=
  diagonal fun a => (n : ℂ) / 2 - ((a : ℕ) : ℂ)

/-- The raising matrix `J₊` for spin `j = n/2`. -/
def Jp (n : ℕ) : Matrix (Fin (n + 1)) (Fin (n + 1)) ℂ :=
  of fun a b => if (a : ℕ) + 1 = (b : ℕ) then (step n b : ℂ) else 0

/-- The lowering matrix `J₋` for spin `j = n/2`. -/
def Jm (n : ℕ) : Matrix (Fin (n + 1)) (Fin (n + 1)) ℂ :=
  of fun a b => if (b : ℕ) + 1 = (a : ℕ) then (step n a : ℂ) else 0

/-- Racah's coefficient `√(k(k+1) - q q')` for the step from `q` to `q' = q ± 1`. -/
def coeff (k : ℕ) (q q' : ℤ) : ℝ := √((k : ℝ) * (k + 1) - q * q')

/-- Racah's commutation relations: the matrices `T q` with `-k ≤ q ≤ k` are the components
of a spherical tensor of rank `k` on the level of spin `n/2`. -/
structure IsSphericalTensor (n k : ℕ) (T : ℤ → Matrix (Fin (n + 1)) (Fin (n + 1)) ℂ) :
    Prop where
  z : ∀ q : ℤ, -(k : ℤ) ≤ q → q ≤ k → Jz n * T q - T q * Jz n = (q : ℂ) • T q
  plus : ∀ q : ℤ, -(k : ℤ) ≤ q → q ≤ k →
    Jp n * T q - T q * Jp n = (coeff k q (q + 1) : ℂ) • T (q + 1)
  minus : ∀ q : ℤ, -(k : ℤ) ≤ q → q ≤ k →
    Jm n * T q - T q * Jm n = (coeff k q (q - 1) : ℂ) • T (q - 1)

/-- A family is a spherical tensor of rank `0` exactly when its component `T 0` is a multiple
of the identity. -/
theorem rank_zero_iff {n : ℕ} {T : ℤ → Matrix (Fin (n + 1)) (Fin (n + 1)) ℂ} :
    IsSphericalTensor n 0 T ↔ ∃ c : ℂ, T 0 = c • 1 := by
  constructor
  · intro h
    have hz : Jz n * T 0 - T 0 * Jz n = 0 := by
      simpa using h.z 0 (by simp) (by simp)
    have hp : Jp n * T 0 - T 0 * Jp n = 0 := by
      simpa [coeff] using h.plus 0 (by simp) (by simp)
    -- `Jz` has distinct eigenvalues, so `T 0` is diagonal
    obtain ⟨d, hd⟩ : ∃ d, T 0 = diagonal d := by
      refine ⟨fun a => T 0 a a, ?_⟩
      ext a b
      by_cases hab : a = b
      · subst hab
        rw [diagonal_apply_eq]
      · rw [diagonal_apply_ne _ hab]
        have e := congrFun (congrFun hz a) b
        rw [Jz, sub_apply, diagonal_mul, mul_diagonal, zero_apply] at e
        have hne : ((b : ℕ) : ℂ) - ((a : ℕ) : ℂ) ≠ 0 := by
          intro h0
          have h3 : (b : ℕ) = (a : ℕ) := by exact_mod_cast sub_eq_zero.mp h0
          exact hab (Fin.ext h3.symm)
        apply (mul_eq_zero.mp _).resolve_left hne
        linear_combination e
    rw [hd] at hp
    -- `J₊` connects neighbours, so all diagonal entries agree
    have hall : ∀ (i : ℕ) (hi : i < n + 1), d ⟨i, hi⟩ = d 0 := by
      intro i
      induction i with
      | zero => intro hi; rfl
      | succ i ih =>
        intro hi
        have e := congrFun (congrFun hp ⟨i, by omega⟩) ⟨i + 1, hi⟩
        rw [sub_apply, mul_diagonal, diagonal_mul, zero_apply] at e
        have hJ : Jp n ⟨i, by omega⟩ ⟨i + 1, hi⟩ ≠ 0 := by
          have hin : (i : ℝ) < n := by exact_mod_cast (by omega : i < n)
          have hs : 0 < step n (i + 1) := by
            unfold step
            apply Real.sqrt_pos.mpr
            push_cast
            exact mul_pos (by positivity) (by linarith)
          simpa [Jp] using hs.ne'
        rw [← ih (by omega)]
        apply mul_left_cancel₀ hJ
        linear_combination e
    refine ⟨d 0, ?_⟩
    rw [hd, smul_one_eq_diagonal]
    congr 1
    funext a
    exact hall a a.isLt
  · rintro ⟨c, hc⟩
    refine ⟨?_, ?_, ?_⟩ <;> intro q h1 h2 <;> obtain rfl : q = 0 := by omega
    all_goals simp [hc, coeff]

end

end RankZeroIff
```

Compiling this gives:

```
Main.lean:57:16: error: Ambiguous term
  sub_apply
Possible interpretations:
  _root_.sub_apply : ∀ (f g : ?m.187) (x : ?m.188), (f - g) x = f x - g x
  
  Matrix.sub_apply : ∀ (A B : Matrix ?m.187 ?m.188 ?m.189) (i : ?m.187) (j : ?m.188), (A - B) i j = A i j - B i j
Main.lean:73:12: error: Ambiguous term
  sub_apply
Possible interpretations:
  _root_.sub_apply : ∀ (f g : ?m.263) (x : ?m.264), (f - g) x = f x - g x
  
  Matrix.sub_apply : ∀ (A B : Matrix ?m.263 ?m.264 ?m.265) (i : ?m.263) (j : ?m.264), (A - B) i j = A i j - B i j
```

Diagnosis. Both messages report the same fault. Because of `open Matrix`, the short name `sub_apply` can mean `Matrix.sub_apply`, about an entry of a difference of matrices, or `_root_.sub_apply`, about a difference `f - g` applied to one argument. `rw` elaborates the lemma's name before matching it against `e`, so the matrices in `e` don't settle the choice, and Lean stops with an ambiguity error. Writing `Matrix.sub_apply` in both places settles it.

The diff also writes `Matrix.zero_apply` for `zero_apply`. Each `rw` failed before it got to that name, so the messages don't show whether the short form would have been ambiguous too; the full name rules that out.

The change from `apply` with `_` to `refine` with `?_` answers neither message. It keeps the same argument and marks explicitly the equation left for `linear_combination` to prove, so as far as the messages show it is tidying.

Fix (accepted with no message):

```diff
@@ -55,10 +55,10 @@
       · rw [diagonal_apply_ne _ hab]
         have e := congrFun (congrFun hz a) b
-        rw [Jz, sub_apply, diagonal_mul, mul_diagonal, zero_apply] at e
+        rw [Jz, Matrix.sub_apply, diagonal_mul, mul_diagonal, Matrix.zero_apply] at e
         have hne : ((b : ℕ) : ℂ) - ((a : ℕ) : ℂ) ≠ 0 := by
           intro h0
           have h3 : (b : ℕ) = (a : ℕ) := by exact_mod_cast sub_eq_zero.mp h0
           exact hab (Fin.ext h3.symm)
-        apply (mul_eq_zero.mp _).resolve_left hne
+        refine (mul_eq_zero.mp ?_).resolve_left hne
         linear_combination e
     rw [hd] at hp
@@ -71,5 +71,5 @@
         intro hi
         have e := congrFun (congrFun hp ⟨i, by omega⟩) ⟨i + 1, hi⟩
-        rw [sub_apply, mul_diagonal, diagonal_mul, zero_apply] at e
+        rw [Matrix.sub_apply, mul_diagonal, diagonal_mul, Matrix.zero_apply] at e
         have hJ : Jp n ⟨i, by omega⟩ ⟨i + 1, hi⟩ ≠ 0 := by
           have hin : (i : ℝ) < n := by exact_mod_cast (by omega : i < n)
```
